# Minimising sequences of the Hylleraas functional converge to the solution of Ax = -b for bounded self-adjoint A with a positive lower bound

A variational calculation of a second-order energy improves a trial first-order wavefunction until the Hylleraas functional is close to its infimum. The trial function can then be used again, for instance in the third-order energy. For that second use it is helpful to know that the function itself has converged, and not only the value of the functional.

For a normalised, non-degenerate ground state ψ₀ of H₀ with energy E₀, a perturbation V and E₁ = ⟨ψ₀,Vψ₀⟩, the first-order function ψ₁ solves

(H₀ - E₀)ψ₁ = -(V - E₁)ψ₀

in the orthogonal complement of ψ₀. Write A for H₀ - E₀ on that complement and b for (V - E₁)ψ₀, and assume that the excitation energies have a lower bound D > 0. In a finite basis this follows from non-degeneracy; in infinite dimensions it is an additional assumption. The equation becomes Ax = -b, with

⟨x,Ax⟩ ≥ D‖x‖².

If A is bounded and self-adjoint, this bound makes every minimising sequence converge to a solution, whose existence is not assumed. Boundedness holds for every Hamiltonian in a finite basis. On an infinite lattice it holds, for instance, for one particle with bounded on-site energies and uniform nearest-neighbour hopping. The step to an electronic Hamiltonian in continuous space, which is unbounded, is left open by these hypotheses.

In the code, `H` is the vector space of trial functions (here the complement of ψ₀), not a Hamiltonian. Completeness is added only where it is used.

```lean
import Mathlib

open Filter Topology
open scoped InnerProductSpace

namespace HylleraasExistence

variable {H : Type*} [NormedAddCommGroup H] [InnerProductSpace ℂ H]
```

## The functional and its curvature

The functional is

J(x) = Re⟨x,Ax⟩ + 2 Re⟨x,b⟩.

The inner product is conjugate-linear in its first argument, as in Dirac notation. For self-adjoint A the first real part changes nothing; it makes J real-valued by definition. The type `H →L[ℂ] H` consists of continuous, hence bounded, linear maps. In the code J(x) is `hylleraas A b x`.

```lean
/-- The Hylleraas functional `J(x) = Re⟨x, A x⟩ + 2 Re⟨x, b⟩`. -/
noncomputable def hylleraas (A : H →L[ℂ] H) (b x : H) : ℝ :=
  (⟪x, A x⟫_ℂ).re + 2 * (⟪x, b⟫_ℂ).re
```

Take a centre c and a displacement d. Then

⟨c ± d, A(c ± d)⟩ = ⟨c,Ac⟩ ± (⟨c,Ad⟩ + ⟨d,Ac⟩) + ⟨d,Ad⟩.

In the sum over both signs the cross terms cancel, and so do the terms in ⟨d,b⟩. This leaves

J(c + d) + J(c - d) - 2J(c) = 2 Re⟨d,Ad⟩.

The curvature does not depend on b or on c. Lean expands the inner products and `ring` performs the cancellation; self-adjointness is not used.

```lean
/-- Parallelogram identity: the second difference of the functional about a centre `c`
is twice the quadratic form of the displacement `d`. -/
theorem second_difference (A : H →L[ℂ] H) (b c d : H) :
    hylleraas A b (c + d) + hylleraas A b (c - d) - 2 * hylleraas A b c
      = 2 * (⟪d, A d⟫_ℂ).re := by
  simp only [hylleraas, map_add, map_sub, inner_add_left, inner_add_right,
    inner_sub_left, inner_sub_right, Complex.add_re, Complex.sub_re]
  ring
```

## A finite infimum

By the Cauchy–Schwarz inequality, Re⟨x,b⟩ ≥ -‖x‖‖b‖. With the lower bound on A, called `hco` in the code,

J(x) ≥ D‖x‖² - 2‖x‖‖b‖ = (D‖x‖ - ‖b‖)²/D - ‖b‖²/D ≥ -‖b‖²/D.

So m = inf J, written `⨅ z, hylleraas A b z`, is a true infimum. Lean would assign the value 0 to the infimum of a real set unbounded below, which is why later proofs carry this bound along as `hbdd`.

```lean
/-- If `Re⟨x, A x⟩ ≥ D‖x‖²` with `D > 0`, the functional never falls below `-‖b‖²/D`. -/
theorem lower_bound {A : H →L[ℂ] H} {D : ℝ} (hD : 0 < D)
    (hco : ∀ x, D * ‖x‖ ^ 2 ≤ (⟪x, A x⟫_ℂ).re) (b x : H) :
    -(‖b‖ ^ 2 / D) ≤ hylleraas A b x := by
  have h1 : -(‖x‖ * ‖b‖) ≤ (⟪x, b⟫_ℂ).re :=
    (abs_le.mp ((Complex.abs_re_le_norm _).trans (norm_inner_le_norm x b))).1
  -- complete the square in the norm of x
  have h2 : ‖b‖ ^ 2 / D + D * ‖x‖ ^ 2 - 2 * (‖x‖ * ‖b‖) = (D * ‖x‖ - ‖b‖) ^ 2 / D := by
    field_simp
    ring
  have h3 : 0 ≤ (D * ‖x‖ - ‖b‖) ^ 2 / D := by positivity
  have h4 := hco x
  unfold hylleraas
  linarith
```

## From values to distances

Apply the curvature identity with c = (x + y)/2 and d = (x - y)/2, so that c + d = x and c - d = y:

J(x) + J(y) - 2J(c) = 2 Re⟨d,Ad⟩ ≥ 2D‖(x - y)/2‖² = D‖x - y‖²/2.

Since J(c) ≥ m,

D‖x - y‖² ≤ 2[(J(x) - m) + (J(y) - m)].

If y is a minimiser and J(x) exceeds m by δ, the error in the trial function is therefore at most √(2δ/D). The factor 2 is not sharp: the linear term vanishes in an expansion of J about the minimiser, which gives √(δ/D). A small excitation energy weakens this control.

```lean
/-- If `Re⟨x, A x⟩ ≥ D‖x‖²` with `D > 0`, the distance of two trial vectors is controlled by
how far their functional values lie above the infimum. -/
theorem distance_bound {A : H →L[ℂ] H} {D : ℝ} (hD : 0 < D)
    (hco : ∀ x, D * ‖x‖ ^ 2 ≤ (⟪x, A x⟫_ℂ).re) (b x y : H) :
    D * ‖x - y‖ ^ 2 ≤ 2 * ((hylleraas A b x - ⨅ z, hylleraas A b z)
      + (hylleraas A b y - ⨅ z, hylleraas A b z)) := by
  have hbdd : BddBelow (Set.range fun z => hylleraas A b z) :=
    ⟨-(‖b‖ ^ 2 / D), by rintro _ ⟨z, rfl⟩; exact lower_bound hD hco b z⟩
  -- compare x and y with their midpoint
  have h1 := second_difference A b ((1 / 2 : ℂ) • (x + y)) ((1 / 2 : ℂ) • (x - y))
  have e1 : (1 / 2 : ℂ) • (x + y) + (1 / 2 : ℂ) • (x - y) = x := by module
  have e2 : (1 / 2 : ℂ) • (x + y) - (1 / 2 : ℂ) • (x - y) = y := by module
  rw [e1, e2] at h1
  have h2 := hco ((1 / 2 : ℂ) • (x - y))
  have h3 : ‖(1 / 2 : ℂ) • (x - y)‖ = 1 / 2 * ‖x - y‖ := by
    rw [norm_smul]
    norm_num
  rw [h3] at h2
  have h4 := ciInf_le hbdd ((1 / 2 : ℂ) • (x + y))
  nlinarith
```

Let u₀, u₁, … be a sequence with J(uₙ) → m. Given ε > 0, choose N such that J(uₙ) < m + Dε²/4 for all n ≥ N. The distance bound gives

D‖uₙ - u_N‖² < 2(Dε²/4 + Dε²/4) = Dε²,

so ‖uₙ - u_N‖ < ε and the sequence is Cauchy. The hypothesis `hu` says that the values tend to the infimum over the whole space. Values that settle within a fixed, incomplete basis need not satisfy it.

```lean
/-- If `Re⟨x, A x⟩ ≥ D‖x‖²` with `D > 0`, every sequence along which the functional tends to
its infimum is a Cauchy sequence. -/
theorem minimising_cauchy {A : H →L[ℂ] H} {D : ℝ} (hD : 0 < D)
    (hco : ∀ x, D * ‖x‖ ^ 2 ≤ (⟪x, A x⟫_ℂ).re) (b : H) {u : ℕ → H}
    (hu : Tendsto (fun n => hylleraas A b (u n)) atTop (𝓝 (⨅ z, hylleraas A b z))) :
    CauchySeq u := by
  rw [Metric.cauchySeq_iff']
  intro ε hε
  have hlt : (⨅ z, hylleraas A b z) < (⨅ z, hylleraas A b z) + D * ε ^ 2 / 4 := by
    have : 0 < D * ε ^ 2 / 4 := by positivity
    linarith
  obtain ⟨N, hN⟩ := eventually_atTop.mp (hu.eventually_lt_const hlt)
  refine ⟨N, fun n hn => ?_⟩
  have h1 := distance_bound hD hco b (u n) (u N)
  have h2 := hN n hn
  have h3 := hN N le_rfl
  have h4 : D * ‖u n - u N‖ ^ 2 < D * ε ^ 2 := by linarith
  rw [dist_eq_norm]
  exact lt_of_pow_lt_pow_left₀ 2 hε.le (lt_of_mul_lt_mul_left h4 hD.le)
```

## Convergence forces a positive lower bound

Conversely, suppose that Re⟨x,Ax⟩ ≥ 0 and that every minimising sequence for b = 0 converges. If no D > 0 were a lower bound, then D = 1/(n + 1)³ would fail for each n, and some x would satisfy

Re⟨x,Ax⟩ < ‖x‖²/(n + 1)³.

This x is not zero, because both sides would then vanish. Rescale it to a vector uₙ of norm n + 1. Its energy obeys

Re⟨uₙ,Auₙ⟩ ≤ (n + 1)²/(n + 1)³ = 1/(n + 1).

For b = 0 the infimum of J is 0, attained at x = 0, so the uₙ form a minimising sequence. Their norms diverge, which contradicts convergence. In the code `hex` supplies the rescaled vectors, `hinf` the infimum and `htop` the divergence. Neither completeness nor self-adjointness enters.

```lean
/-- Converse: if `Re⟨x, A x⟩ ≥ 0` and every minimising sequence of the functional with `b = 0`
converges, then `Re⟨x, A x⟩ ≥ D‖x‖²` for some `D > 0`. -/
theorem coercive_of_convergence {A : H →L[ℂ] H} (hpos : ∀ x, 0 ≤ (⟪x, A x⟫_ℂ).re)
    (h : ∀ u : ℕ → H,
      Tendsto (fun n => hylleraas A 0 (u n)) atTop (𝓝 (⨅ z, hylleraas A 0 z)) →
        ∃ x, Tendsto u atTop (𝓝 x)) :
    ∃ D : ℝ, 0 < D ∧ ∀ x, D * ‖x‖ ^ 2 ≤ (⟪x, A x⟫_ℂ).re := by
  by_contra hcon
  have hJ : ∀ x, hylleraas A 0 x = (⟪x, A x⟫_ℂ).re := fun x => by simp [hylleraas]
  -- vectors of growing norm whose energy nevertheless tends to zero
  have hex : ∀ n : ℕ, ∃ y : H, ‖y‖ = (n : ℝ) + 1 ∧ (⟪y, A y⟫_ℂ).re ≤ 1 / ((n : ℝ) + 1) := by
    intro n
    have hn : (0 : ℝ) < (n : ℝ) + 1 := by positivity
    have hx : ∃ x, (⟪x, A x⟫_ℂ).re < 1 / ((n : ℝ) + 1) ^ 3 * ‖x‖ ^ 2 := by
      by_contra hno
      exact hcon ⟨1 / ((n : ℝ) + 1) ^ 3, by positivity,
        fun x => le_of_not_gt fun hlt => hno ⟨x, hlt⟩⟩
    obtain ⟨x, hx⟩ := hx
    have hx0 : 0 < ‖x‖ := by
      rcases (norm_nonneg x).eq_or_lt with h0 | h0
      · rw [← h0] at hx
        have := hpos x
        norm_num at hx
        linarith
      · exact h0
    refine ⟨((((n : ℝ) + 1) / ‖x‖ : ℝ) : ℂ) • x, ?_, ?_⟩
    · rw [norm_smul, Complex.norm_real, Real.norm_of_nonneg (by positivity)]
      exact div_mul_cancel₀ _ hx0.ne'
    · rw [map_smul, inner_smul_left, inner_smul_right, Complex.conj_ofReal,
        Complex.re_ofReal_mul, Complex.re_ofReal_mul]
      calc ((n : ℝ) + 1) / ‖x‖ * (((n : ℝ) + 1) / ‖x‖ * (⟪x, A x⟫_ℂ).re)
          = (((n : ℝ) + 1) / ‖x‖) ^ 2 * (⟪x, A x⟫_ℂ).re := by ring
        _ ≤ (((n : ℝ) + 1) / ‖x‖) ^ 2 * (1 / ((n : ℝ) + 1) ^ 3 * ‖x‖ ^ 2) :=
            mul_le_mul_of_nonneg_left hx.le (by positivity)
        _ = 1 / ((n : ℝ) + 1) := by field_simp
  choose u hnorm hu using hex
  have hinf : (⨅ z, hylleraas A 0 z) = 0 := by
    apply le_antisymm
    · have hb : BddBelow (Set.range fun z => hylleraas A 0 z) :=
        ⟨0, by rintro _ ⟨z, rfl⟩; exact (hpos z).trans_eq (hJ z).symm⟩
      exact (ciInf_le hb 0).trans_eq (by simp [hylleraas])
    · exact le_ciInf fun z => (hpos z).trans_eq (hJ z).symm
  obtain ⟨x, hx⟩ := h u (by
    rw [hinf]
    exact squeeze_zero (fun n => (hpos (u n)).trans_eq (hJ (u n)).symm)
      (fun n => (hJ (u n)).trans_le (hu n)) tendsto_one_div_add_atTop_nhds_zero_nat)
  have htop : Tendsto (fun n => ‖u n‖) atTop atTop := by
    simp only [hnorm]
    exact tendsto_atTop_add_const_right _ _ tendsto_natCast_atTop_atTop
  exact not_tendsto_nhds_of_tendsto_atTop htop _ hx.norm
```

## A minimiser has zero residual

Let x minimise J and let r = Ax + b be its residual. Self-adjointness gives Re⟨x,Av⟩ = Re⟨v,Ax⟩, so for real t

J(x + tv) = J(x) + 2t Re⟨v,r⟩ + t² Re⟨v,Av⟩.

Suppose r ≠ 0. Put v = r, s = ‖r‖², q = Re⟨r,Ar⟩ and t = -s/(|q| + 1). Then

J(x + tr) - J(x) = -2s²/(|q| + 1) + s²q/(|q| + 1)² ≤ -s²/(|q| + 1) < 0,

which contradicts minimality. Hence Ax = -b. The expansion is `hexp`, and the last inequality is assembled from `h2`, `h3` and `h4`. From here on `H` is complete, a Hilbert space, which Mathlib requires for the adjoint. The lower bound D is not needed in this step.

```lean
variable [CompleteSpace H]

/-- A minimiser of the functional of a bounded self-adjoint `A` solves the first-order
equation `A x = -b`. -/
theorem minimiser_solves {A : H →L[ℂ] H} (hA : IsSelfAdjoint A) {b x : H}
    (hmin : ∀ y, hylleraas A b x ≤ hylleraas A b y) : A x = -b := by
  have hs : ∀ v w, ⟪A v, w⟫_ℂ = ⟪v, A w⟫_ℂ := fun v w =>
    (ContinuousLinearMap.isSelfAdjoint_iff_isSymmetric.mp hA) v w
  -- expand the functional along a real multiple of v
  have hexp : ∀ (t : ℝ) (v : H), hylleraas A b (x + (t : ℂ) • v) = hylleraas A b x
      + 2 * t * (⟪v, A x + b⟫_ℂ).re + t ^ 2 * (⟪v, A v⟫_ℂ).re := by
    intro t v
    have hsym : (⟪x, A v⟫_ℂ).re = (⟪v, A x⟫_ℂ).re := by
      rw [← hs, ← inner_conj_symm (A x) v, Complex.conj_re]
    simp only [hylleraas, map_add, map_smul, inner_add_left, inner_add_right,
      inner_smul_left, inner_smul_right, Complex.conj_ofReal, Complex.add_re,
      Complex.re_ofReal_mul]
    linear_combination t * hsym
  by_contra hne
  have hr : 0 < ‖A x + b‖ := norm_pos_iff.mpr fun h0 => hne (eq_neg_of_add_eq_zero_left h0)
  have hself : (⟪A x + b, A x + b⟫_ℂ).re = ‖A x + b‖ ^ 2 :=
    inner_self_eq_norm_sq (𝕜 := ℂ) (A x + b)
  -- a short step against the residual would lower the functional
  obtain ⟨q, hq⟩ : ∃ q, q = (⟪A x + b, A (A x + b)⟫_ℂ).re := ⟨_, rfl⟩
  obtain ⟨s, hsdef⟩ : ∃ s, s = ‖A x + b‖ ^ 2 := ⟨_, rfl⟩
  have hspos : 0 < s := by rw [hsdef]; positivity
  have hk : 0 < |q| + 1 := by positivity
  have h1 := hmin (x + ((-(s / (|q| + 1)) : ℝ) : ℂ) • (A x + b))
  rw [hexp, hself, ← hq, ← hsdef] at h1
  have h2 : (s / (|q| + 1)) ^ 2 * q ≤ (s / (|q| + 1)) ^ 2 * (|q| + 1) :=
    mul_le_mul_of_nonneg_left (by linarith [le_abs_self q]) (by positivity)
  have h3 : (s / (|q| + 1)) ^ 2 * (|q| + 1) = s / (|q| + 1) * s := by field_simp
  have h4 : 0 < s / (|q| + 1) * s := by positivity
  nlinarith
```

Without self-adjointness, the lower bound on Re⟨x,Ax⟩ alone does not give the equation. On the one-dimensional space ℂ, let A be multiplication by 1 + i and let b = 1. Then Re⟨x,Ax⟩ = |x|² and

J(x) = |x|² + 2 Re x = |x + 1|² - 1.

The minimiser is x = -1, but Ax = -1 - i, which differs from -b = -1.

## The limit exists and solves the equation

In a complete space the Cauchy sequence uₙ has a limit x. Since A is bounded, J is continuous, so

J(x) = lim J(uₙ) = m ≤ J(y) for every y.

The limit is a minimiser. In Lean, `hval` is the equality J(x) = m, obtained from the uniqueness of limits.

```lean
/-- If `Re⟨x, A x⟩ ≥ D‖x‖²` with `D > 0`, every minimising sequence on the Hilbert space
converges to a minimiser of the functional. -/
theorem minimising_limit {A : H →L[ℂ] H} {D : ℝ} (hD : 0 < D)
    (hco : ∀ x, D * ‖x‖ ^ 2 ≤ (⟪x, A x⟫_ℂ).re) (b : H) {u : ℕ → H}
    (hu : Tendsto (fun n => hylleraas A b (u n)) atTop (𝓝 (⨅ z, hylleraas A b z))) :
    ∃ x, Tendsto u atTop (𝓝 x) ∧ ∀ y, hylleraas A b x ≤ hylleraas A b y := by
  obtain ⟨x, hx⟩ := cauchySeq_tendsto_of_complete (minimising_cauchy hD hco b hu)
  have hcont : Continuous fun z => hylleraas A b z := by
    unfold hylleraas
    fun_prop
  have hval := tendsto_nhds_unique ((hcont.tendsto x).comp hx) hu
  have hbdd : BddBelow (Set.range fun z => hylleraas A b z) :=
    ⟨-(‖b‖ ^ 2 / D), by rintro _ ⟨z, rfl⟩; exact lower_bound hD hco b z⟩
  exact ⟨x, hx, fun y => hval.trans_le (ciInf_le hbdd y)⟩
```

It remains to produce one minimising sequence and to compare it with all others. Because m is finite, for each n there is a vector vₙ with

m ≤ J(vₙ) < m + 1/(n + 1).

These values tend to m, so vₙ converges to a minimiser x, and the residual argument gives Ax = -b. Any other minimising sequence converges to some minimiser y. Both excesses over m vanish, so the distance bound reads

D‖y - x‖² ≤ 0,

and y = x.

The theorem states that, for every b, there is a vector x with three properties: it solves Ax = -b, it minimises J over the whole space, and every sequence along which J tends to its infimum converges to it. Besides the completeness of `H`, the hypotheses are `hA` (A is self-adjoint), `hD` (D > 0) and `hco` (the lower bound).

```lean
/-- For a bounded self-adjoint `A` on a Hilbert space with `Re⟨x, A x⟩ ≥ D‖x‖²`, `D > 0`, there is a
solution of `A x = -b` that minimises the functional and is the limit of every minimising sequence.
-/
theorem existence_by_minimising_sequences {A : H →L[ℂ] H} (hA : IsSelfAdjoint A)
    {D : ℝ} (hD : 0 < D) (hco : ∀ x, D * ‖x‖ ^ 2 ≤ (⟪x, A x⟫_ℂ).re) (b : H) :
    ∃ x, A x = -b ∧ (∀ y, hylleraas A b x ≤ hylleraas A b y) ∧
      ∀ u : ℕ → H,
        Tendsto (fun n => hylleraas A b (u n)) atTop (𝓝 (⨅ z, hylleraas A b z)) →
          Tendsto u atTop (𝓝 x) := by
  have hbdd : BddBelow (Set.range fun z => hylleraas A b z) :=
    ⟨-(‖b‖ ^ 2 / D), by rintro _ ⟨z, rfl⟩; exact lower_bound hD hco b z⟩
  -- a minimising sequence exists because the infimum is finite
  have hex : ∀ n : ℕ, ∃ z, hylleraas A b z < (⨅ z, hylleraas A b z) + 1 / ((n : ℝ) + 1) := by
    intro n
    have hn : 0 < 1 / ((n : ℝ) + 1) := by positivity
    exact exists_lt_of_ciInf_lt (by linarith)
  choose v hv using hex
  have hup := (tendsto_const_nhds (x := ⨅ z, hylleraas A b z)).add
    (tendsto_one_div_add_atTop_nhds_zero_nat (𝕜 := ℝ))
  rw [add_zero] at hup
  obtain ⟨x, -, hmin⟩ := minimising_limit hD hco b
    (tendsto_of_tendsto_of_tendsto_of_le_of_le tendsto_const_nhds hup
      (fun n => ciInf_le hbdd (v n)) (fun n => (hv n).le))
  refine ⟨x, minimiser_solves hA hmin, hmin, fun u hu => ?_⟩
  -- any other minimising sequence has the same limit
  obtain ⟨y, hy, hymin⟩ := minimising_limit hD hco b hu
  have h1 := distance_bound hD hco b y x
  have h2 := le_ciInf hmin
  have h3 := le_ciInf hymin
  have h4 : y = x := by
    by_contra hne
    have h5 : 0 < ‖y - x‖ := norm_pos_iff.mpr (sub_ne_zero.mpr hne)
    have h6 : 0 < D * ‖y - x‖ ^ 2 := by positivity
    linarith
  exact h4 ▸ hy
```

## Operators that satisfy the hypotheses

For any bounded operator B, the operator 1 + B†B is self-adjoint, and

⟨x,(1 + B†B)x⟩ = ‖x‖² + ‖Bx‖² ≥ ‖x‖².

The hypotheses therefore hold with D = 1. The adjoint B† is written `star B`, and the product `star B * B` is composition of operators.

```lean
/-- For every bounded operator `B` on a Hilbert space, the operator `1 + B†B` is self-adjoint and
its quadratic form is at least `‖x‖²`. -/
theorem coercive_witness (B : H →L[ℂ] H) :
    IsSelfAdjoint (1 + star B * B) ∧
      ∀ x, 1 * ‖x‖ ^ 2 ≤ (⟪x, (1 + star B * B) x⟫_ℂ).re := by
  refine ⟨(IsSelfAdjoint.one _).add (IsSelfAdjoint.star_mul_self B), fun x => ?_⟩
  have h1 : (⟪x, x⟫_ℂ).re = ‖x‖ ^ 2 := inner_self_eq_norm_sq (𝕜 := ℂ) x
  have h2 : (⟪B x, B x⟫_ℂ).re = ‖B x‖ ^ 2 := inner_self_eq_norm_sq (𝕜 := ℂ) (B x)
  have h3 : (1 + star B * B) x = x + (ContinuousLinearMap.adjoint B) (B x) := rfl
  rw [h3, inner_add_right, ContinuousLinearMap.adjoint_inner_right, Complex.add_re, h1, h2]
  nlinarith [sq_nonneg ‖B x‖]

end HylleraasExistence
```

```lean
#print axioms HylleraasExistence.coercive_of_convergence
#print axioms HylleraasExistence.existence_by_minimising_sequences
```

```
'HylleraasExistence.coercive_of_convergence' depends on axioms: [propext, Classical.choice, Quot.sound]
'HylleraasExistence.existence_by_minimising_sequences' depends on axioms: [propext, Classical.choice, Quot.sound]
```
